# The Lieb–Schultz–Mattis gap bound for a ground state orthogonal to its twist

Let $H=H_0+T+T^*$ act on a finite-dimensional complex Hilbert space, with $H_0$ self-adjoint. Let $W$ be unitary, commute with $H_0$ and satisfy $W^*TW=e^{i\theta}T$ with $\theta$ real. If some ground state $\psi$ is orthogonal to $W\psi$, then the two lowest levels $E_0\le E_1$ of $H$, counted with multiplicity, obey

$$E_1-E_0\;\le\;2(1-\cos\theta)\,\|T\|\;\le\;\theta^2\|T\| .$$

On a ring of $N$ sites, $T$ can be the nearest-neighbour hopping in one direction, $H_0$ the density interactions, and $W$ the operator that gives each particle on site $j$ the phase $e^{2\pi ij/N}$, so that $|\theta|=2\pi/N$. If $\|T\|\le Nt$, with $t$ a bound on the hopping per bond, the right-hand side is at most $4\pi^2t/N$. For such finite rings, whenever the orthogonality holds, this limits the gap that an exact diagonalisation can find, provided that it covers all momenta. The gap within a single momentum sector can be larger.

The orthogonality is assumed here. In theorems of Lieb–Schultz–Mattis type it is obtained from translation symmetry and a suitable filling or spin per site. Some such condition is needed: with $W=1$ and $\theta=0$, the bound alone would make every ground level degenerate.

In Lean 4 with Mathlib:

```lean
import Mathlib

open scoped InnerProductSpace ComplexConjugate

namespace LSMGapBound

noncomputable section

variable {E : Type*} [NormedAddCommGroup E] [InnerProductSpace ℂ E] [CompleteSpace E]
```

## Energies, twists and levels

The mean energy of a state $\varphi$ is $E(\varphi)=\mathrm{Re}\,\langle\varphi,H\varphi\rangle$, with the inner product linear in its second argument. Operators are continuous linear maps, and $\|T\|$ is the operator norm.

```lean
/-- The mean energy `Re ⟨φ, H φ⟩` of a state `φ`. -/
def energy (H : E →L[ℂ] E) (φ : E) : ℝ := (inner ℂ φ (H φ)).re
```

In the Hamiltonian, `star T` is the adjoint $T^*$.

```lean
/-- The Hamiltonian `H₀ + T + T*`. -/
def hamiltonian (H₀ T : E →L[ℂ] E) : E →L[ℂ] E := H₀ + T + star T
```

A ground state is a unit vector of least mean energy. It need not be unique.

```lean
/-- A ground state: a unit vector whose mean energy is least among unit vectors. -/
def IsGroundState (H : E →L[ℂ] E) (ψ : E) : Prop :=
  ‖ψ‖ = 1 ∧ ∀ φ, ‖φ‖ = 1 → energy H ψ ≤ energy H φ
```

The three conditions on $W$ are collected in one structure, which fixes the sign convention $W^*TW=e^{+i\theta}T$.

```lean
/-- `W` is a twist by the angle `θ`: it is unitary, commutes with `H₀`, and
multiplies `T` by the phase `exp(iθ)`. -/
structure IsTwist (H₀ T W : E →L[ℂ] E) (θ : ℝ) : Prop where
  isUnitary : W ∈ unitary (E →L[ℂ] E)
  commutes : Commute W H₀
  phase : star W * T * W = Complex.exp (θ * Complex.I) • T
```

Two different labels $i,j$ pick out the lowest pair if $e_i\le e_j$ and $e_j\le e_k$ for every $k\ne i$. A doubly degenerate lowest level therefore gives gap zero. The definition does not depend on the order in which the levels are listed, and in dimension one there is no such pair.

```lean
/-- `i` and `j` label the lowest and the second lowest entry of a list of levels,
counted with multiplicity. -/
def IsLowestPair {ι : Type*} (e : ι → ℝ) (i j : ι) : Prop :=
  i ≠ j ∧ e i ≤ e j ∧ ∀ k, k ≠ i → e j ≤ e k
```

Since $(H_0+T+T^*)^*=H_0+T^*+T$, the Hamiltonian is self-adjoint.

```lean
/-- If `H₀` is self-adjoint, the Hamiltonian `H₀ + T + T*` is symmetric. -/
theorem hamiltonian_isSymmetric {H₀ : E →L[ℂ] E} (h₀ : IsSelfAdjoint H₀)
    (T : E →L[ℂ] E) : (hamiltonian H₀ T : E →ₗ[ℂ] E).IsSymmetric := by
  apply ContinuousLinearMap.isSelfAdjoint_iff_isSymmetric.mp
  rw [isSelfAdjoint_iff, hamiltonian, star_add, star_add, star_star, h₀.star_eq]
  abel
```

It therefore has real eigenvalues, as many as the dimension $n$. These are the `levels`.

```lean
/-- The energy levels of `H₀ + T + T*`, for self-adjoint `H₀`, listed with multiplicity. -/
def levels [FiniteDimensional ℂ E] {H₀ : E →L[ℂ] E} (h₀ : IsSelfAdjoint H₀)
    (T : E →L[ℂ] E) {n : ℕ} (hn : Module.finrank ℂ E = n) : Fin n → ℝ :=
  (hamiltonian_isSymmetric h₀ T).eigenvalues hn
```

## The energy of two opposite twists

Moving $W$ across the inner product gives $\langle W\psi,AW\psi\rangle=\langle\psi,W^*AW\psi\rangle$ for any operator $A$.

```lean
/-- The expectation of `A` in the state `W ψ` is that of `W* A W` in `ψ`. -/
theorem inner_transformed (W A : E →L[ℂ] E) (ψ : E) :
    inner ℂ (W ψ) (A (W ψ)) = inner ℂ ψ ((star W * A * W) ψ) := by
  change _ = inner ℂ ψ (ContinuousLinearMap.adjoint W (A (W ψ)))
  rw [ContinuousLinearMap.adjoint_inner_right]
```

Because $\langle\varphi,T^*\varphi\rangle$ is the complex conjugate of $\langle\varphi,T\varphi\rangle$,

$$E(\varphi)=\mathrm{Re}\,\langle\varphi,H_0\varphi\rangle+2\,\mathrm{Re}\,\langle\varphi,T\varphi\rangle .$$

Write $\tau=\langle\psi,T\psi\rangle$. The twist leaves the $H_0$ term unchanged and turns $\tau$ into $e^{i\theta}\tau$. Applied to $W^*\psi$, the same rule gives back $\psi$, so $\tau=e^{i\theta}\tau'$ with $\tau'=\langle W^*\psi,TW^*\psi\rangle$, that is, $\tau'=e^{-i\theta}\tau$. Hence

$$E(W\psi)+E(W^*\psi)=2\,\mathrm{Re}\,\langle\psi,H_0\psi\rangle+4\cos\theta\,\mathrm{Re}\,\tau
=2E(\psi)-4(1-\cos\theta)\,\mathrm{Re}\,\tau .$$

The terms in $\sin\theta\,\mathrm{Im}\,\tau$, which are of first order in $\theta$, have cancelled. In the code, `hE`, `hH` and `hT` are the energy formula and the two transformation rules. The final `linear_combination` solves for $\tau'$ through its real and imaginary parts, using $\sin^2\theta+\cos^2\theta=1$.

```lean
/-- If `W` is a twist by `θ`, the energies of `W ψ` and `W* ψ` under `H₀ + T + T*` add up to twice
that of `ψ`, less `4 (1 - cos θ) Re ⟨ψ, T ψ⟩`. -/
theorem energy_twist_add {H₀ T W : E →L[ℂ] E} {θ : ℝ} (hW : IsTwist H₀ T W θ) (ψ : E) :
    energy (hamiltonian H₀ T) (W ψ) + energy (hamiltonian H₀ T) ((star W) ψ) =
      2 * energy (hamiltonian H₀ T) ψ - 4 * (1 - Real.cos θ) * (inner ℂ ψ (T ψ)).re := by
  have hu : star W * W = 1 ∧ W * star W = 1 := hW.isUnitary
  -- `T` and `T*` contribute equally to the mean energy
  have hE : ∀ φ, energy (hamiltonian H₀ T) φ
      = (inner ℂ φ (H₀ φ)).re + 2 * (inner ℂ φ (T φ)).re := by
    intro φ
    have h : (inner ℂ φ ((star T) φ)).re = (inner ℂ φ (T φ)).re := by
      change (inner ℂ φ (ContinuousLinearMap.adjoint T φ)).re = _
      rw [ContinuousLinearMap.adjoint_inner_right, ← inner_conj_symm (T φ) φ,
        Complex.conj_re]
    have hs : hamiltonian H₀ T φ = H₀ φ + T φ + (star T) φ := rfl
    rw [energy, hs, inner_add_right, inner_add_right, Complex.add_re, Complex.add_re, h]
    ring
  have hH : ∀ χ, inner ℂ (W χ) (H₀ (W χ)) = inner ℂ χ (H₀ χ) := fun χ => by
    rw [inner_transformed, mul_assoc, ← hW.commutes.eq, ← mul_assoc, hu.1, one_mul]
  have hT : ∀ χ, inner ℂ (W χ) (T (W χ))
      = Complex.exp (θ * Complex.I) * inner ℂ χ (T χ) := fun χ => by
    rw [inner_transformed, hW.phase, smul_apply, inner_smul_right]
  -- twisting `W* ψ` gives back `ψ`
  have hψ : W ((star W) ψ) = ψ := congrArg (fun A : E →L[ℂ] E => A ψ) hu.2
  have h1 := hH ((star W) ψ)
  have h2 := hT ((star W) ψ)
  rw [hψ] at h1 h2
  have hr := congrArg Complex.re h2
  have hm := congrArg Complex.im h2
  rw [Complex.mul_re, Complex.exp_ofReal_mul_I_re, Complex.exp_ofReal_mul_I_im] at hr
  rw [Complex.mul_im, Complex.exp_ofReal_mul_I_re, Complex.exp_ofReal_mul_I_im] at hm
  rw [hE, hE, hE, hH, hT, h1, Complex.mul_re, Complex.exp_ofReal_mul_I_re,
    Complex.exp_ofReal_mul_I_im]
  linear_combination (-2 * Real.cos θ) * hr - 2 * Real.sin θ * hm
    - 2 * (inner ℂ ((star W) ψ) (T ((star W) ψ))).re * Real.sin_sq_add_cos_sq θ
```

## Any orthogonal state bounds the gap

Let $b_k$ be an orthonormal eigenbasis with levels $e_k$, let $\psi$ be a ground state and $\varphi$ a unit vector orthogonal to it. Put $p_k=|\langle b_k,\psi\rangle|^2$ and $q_k=|\langle b_k,\varphi\rangle|^2$. Then $E(\psi)=\sum_k e_kp_k$ and $E(\varphi)=\sum_k e_kq_k$ (`avg`), and each set of weights sums to one (`wt`). Bessel's inequality for the pair $\psi,\varphi$ gives $p_i+q_i\le1$ (`hB`).

Every term with $k\ne i$ in the following sum is non-negative, so (`hs`)

$$E(\psi)+E(\varphi)-2e_j=\sum_k(e_k-e_j)(p_k+q_k)\ge(e_i-e_j)(p_i+q_i)\ge e_i-e_j .$$

Thus $E(\psi)+E(\varphi)\ge e_i+e_j$. Since $b_i$ is itself a trial state, $E(\psi)\le e_i$ (`hground`), and

$$E(\varphi)-E(\psi)\ge e_i+e_j-2E(\psi)\ge e_j-e_i .$$

```lean
omit [CompleteSpace E] in
/-- Variational principle: for `H` with an orthonormal eigenbasis and real eigenvalues, the gap
between the two lowest levels is at most the excitation energy of any unit state orthogonal to a
ground state. -/
theorem gap_le_excitation {ι : Type*} [Fintype ι] (b : OrthonormalBasis ι ℂ E) (e : ι → ℝ)
    {H : E →L[ℂ] E} (hb : ∀ k, H (b k) = (e k : ℂ) • b k) {i j : ι}
    (hij : IsLowestPair e i j) {ψ φ : E} (hψ : IsGroundState H ψ) (hφ : ‖φ‖ = 1)
    (horth : inner ℂ ψ φ = 0) : e j - e i ≤ energy H φ - energy H ψ := by
  -- mean energies are averages of the levels
  have avg : ∀ (A : E →L[ℂ] E) (a : ι → ℝ), (∀ k, A (b k) = (a k : ℂ) • b k) →
      ∀ χ, energy A χ = ∑ k, a k * ‖inner ℂ (b k) χ‖ ^ 2 := by
    intro A a ha χ
    have hA : A χ = ∑ k, (inner ℂ (b k) χ) • ((a k : ℂ) • b k) := by
      conv_lhs => rw [← b.sum_repr' χ]
      rw [map_sum]
      exact Finset.sum_congr rfl fun k _ => by rw [map_smul, ha]
    rw [energy, hA, inner_sum, Complex.re_sum]
    refine Finset.sum_congr rfl fun k _ => ?_
    rw [inner_smul_right, inner_smul_right, ← inner_conj_symm χ (b k)]
    generalize inner ℂ (b k) χ = z
    rw [Complex.sq_norm, Complex.normSq_apply]
    simp only [Complex.mul_re, Complex.mul_im, Complex.ofReal_re, Complex.ofReal_im,
      Complex.conj_re, Complex.conj_im]
    ring
  have wt : ∀ χ, ‖χ‖ = 1 → ∑ k, ‖inner ℂ (b k) χ‖ ^ 2 = 1 := by
    intro χ hχ
    have h1 := avg 1 (fun _ => 1) (fun k => by simp) χ
    have h2 : energy (1 : E →L[ℂ] E) χ = ‖χ‖ ^ 2 := inner_self_eq_norm_sq (𝕜 := ℂ) χ
    rw [h2, hχ] at h1
    simp only [one_mul, one_pow] at h1
    exact h1.symm
  have hground : energy H ψ ≤ e i := by
    have h := hψ.2 (b i) (b.orthonormal.1 i)
    have hi : energy H (b i) = e i := by
      rw [energy, hb, inner_smul_right, inner_self_eq_norm_sq_to_K, b.orthonormal.1 i]
      simp
    rwa [hi] at h
  -- two orthonormal states hold the lowest level with total weight at most one
  have hB : ‖inner ℂ (b i) ψ‖ ^ 2 + ‖inner ℂ (b i) φ‖ ^ 2 ≤ 1 := by
    have ho : Orthonormal ℂ ![ψ, φ] := by
      refine ⟨fun k => ?_, fun k l hkl => ?_⟩
      · fin_cases k
        exacts [hψ.1, hφ]
      · fin_cases k <;> fin_cases l
        exacts [(hkl rfl).elim, horth, inner_eq_zero_symm.1 horth, (hkl rfl).elim]
    have h : ∑ k, ‖inner ℂ (![ψ, φ] k) (b i)‖ ^ 2 ≤ ‖b i‖ ^ 2 := by
      apply ho.sum_inner_products_le
    rw [Fin.sum_univ_two, b.orthonormal.1 i, one_pow] at h
    rw [norm_inner_symm (b i) ψ, norm_inner_symm (b i) φ]
    exact h
  have hs : e i - e j ≤
      ∑ k, (e k - e j) * (‖inner ℂ (b k) ψ‖ ^ 2 + ‖inner ℂ (b k) φ‖ ^ 2) := by
    classical
    rw [← Finset.add_sum_erase _ _ (Finset.mem_univ i)]
    refine le_add_of_le_of_nonneg ?_ (Finset.sum_nonneg fun k hk => ?_)
    · nlinarith [mul_nonneg (sub_nonneg.2 hij.2.1) (sub_nonneg.2 hB)]
    · exact mul_nonneg (sub_nonneg.2 (hij.2.2 k (Finset.ne_of_mem_erase hk))) (by positivity)
  simp only [sub_mul, mul_add, Finset.sum_add_distrib, Finset.sum_sub_distrib,
    ← Finset.mul_sum] at hs
  rw [wt ψ hψ.1, wt φ hφ] at hs
  linarith [avg H e hb ψ, avg H e hb φ]
```

## The gap bound

Both $W\psi$ and $W^*\psi$ are unit vectors. Both are orthogonal to $\psi$, because $\langle\psi,W^*\psi\rangle=\langle W\psi,\psi\rangle=0$. Each therefore bounds the gap (`h1`, `h2`), and adding the two bounds gives

$$2(e_j-e_i)\le E(W\psi)+E(W^*\psi)-2E(\psi)=-4(1-\cos\theta)\,\mathrm{Re}\,\tau\le4(1-\cos\theta)\|T\| .$$

The last step is Cauchy–Schwarz, $|\tau|\le\|T\|$ (`hr`). Halving gives the first bound, and $1-\cos\theta\le\theta^2/2$ gives the second.

```lean
/-- Lieb-Schultz-Mattis gap bound: if a twist by `θ` takes a ground state to an orthogonal
state, the two lowest levels of `H₀ + T + T*`, with `H₀` self-adjoint, differ by at most
`2 (1 - cos θ) ‖T‖`, and by at most `θ² ‖T‖`. -/
theorem lieb_schultz_mattis_gap [FiniteDimensional ℂ E] {H₀ T W : E →L[ℂ] E} {θ : ℝ} {n : ℕ}
    (hn : Module.finrank ℂ E = n) (h₀ : IsSelfAdjoint H₀) (hW : IsTwist H₀ T W θ) {ψ : E}
    (hψ : IsGroundState (hamiltonian H₀ T) ψ) (horth : inner ℂ ψ (W ψ) = 0) {i j : Fin n}
    (hij : IsLowestPair (levels h₀ T hn) i j) :
    levels h₀ T hn j - levels h₀ T hn i ≤ 2 * (1 - Real.cos θ) * ‖T‖ ∧
      levels h₀ T hn j - levels h₀ T hn i ≤ θ ^ 2 * ‖T‖ := by
  have hu : star W * W = 1 ∧ W * star W = 1 := hW.isUnitary
  have hnorm : ∀ χ, ‖W χ‖ = ‖χ‖ := by
    intro χ
    have h := inner_transformed W 1 χ
    rw [mul_one, hu.1] at h
    have h1 := inner_self_eq_norm_sq (𝕜 := ℂ) (W χ)
    rw [show inner ℂ (W χ) (W χ) = inner ℂ χ χ from h, inner_self_eq_norm_sq] at h1
    exact (sq_eq_sq₀ (norm_nonneg _) (norm_nonneg _)).1 h1.symm
  have hWW : W ((star W) ψ) = ψ := congrArg (fun A : E →L[ℂ] E => A ψ) hu.2
  have horth' : inner ℂ ψ ((star W) ψ) = 0 := by
    change inner ℂ ψ (ContinuousLinearMap.adjoint W ψ) = 0
    rw [ContinuousLinearMap.adjoint_inner_right, ← inner_conj_symm (W ψ) ψ, horth, map_zero]
  -- both twisted states are trial states for the second level
  have gap := fun φ : E => gap_le_excitation (φ := φ)
    ((hamiltonian_isSymmetric h₀ T).eigenvectorBasis hn) (levels h₀ T hn)
    (fun k => (hamiltonian_isSymmetric h₀ T).apply_eigenvectorBasis hn k) hij hψ
  have h1 := gap (W ψ) (by rw [hnorm, hψ.1]) horth
  have h2 := gap ((star W) ψ) (by rw [← hnorm, hWW, hψ.1]) horth'
  have hr : -(inner ℂ ψ (T ψ)).re ≤ ‖T‖ := by
    have a := (abs_le.1 (Complex.abs_re_le_norm (inner ℂ ψ (T ψ)))).1
    have c := norm_inner_le_norm (𝕜 := ℂ) ψ (T ψ)
    have d := T.le_opNorm ψ
    rw [hψ.1] at c d
    linarith
  have h3 := mul_le_mul_of_nonneg_left hr (sub_nonneg.2 (Real.cos_le_one θ))
  have hc : levels h₀ T hn j - levels h₀ T hn i ≤ 2 * (1 - Real.cos θ) * ‖T‖ := by
    linarith [energy_twist_add hW ψ]
  have h4 := Real.one_sub_sq_div_two_le_cos (x := θ)
  exact ⟨hc, hc.trans (mul_le_mul_of_nonneg_right (by linarith) (norm_nonneg T))⟩
```

## One particle on four sites

Take a single particle on the ring 0-1-2-3-0 with hopping amplitude $-1$. A $4\times4$ matrix acts on the site amplitudes.

```lean
/-- The operator on four-site amplitudes given by a matrix. -/
abbrev op (M : Matrix (Fin 4) (Fin 4) ℂ) :
    EuclideanSpace ℂ (Fin 4) →L[ℂ] EuclideanSpace ℂ (Fin 4) :=
  Matrix.toEuclideanCLM (n := Fin 4) (𝕜 := ℂ) M
```

The bonds 0-1 and 2-3 go into $H_0$.

```lean
/-- Hopping on the bonds 0-1 and 2-3 of a four-site ring. -/
def ringH : Matrix (Fin 4) (Fin 4) ℂ := !![0, -1, 0, 0; -1, 0, 0, 0; 0, 0, 0, -1; 0, 0, -1, 0]
```

The other two bonds join the pair of sites $\{2,3\}$ to the pair $\{0,1\}$. Hopping across them in one direction is $T$, and $T^*$ is the way back.

```lean
/-- Hopping from site 3 to 0 and from site 2 to 1. -/
def ringT : Matrix (Fin 4) (Fin 4) ℂ := !![0, 0, 0, -1; 0, 0, -1, 0; 0, 0, 0, 0; 0, 0, 0, 0]
```

Changing the sign on sites 2 and 3 leaves $H_0$ alone and reverses $T$, so $\theta=\pi$.

```lean
/-- The sign change on sites 2 and 3. -/
def ringW : Matrix (Fin 4) (Fin 4) ℂ := !![1, 0, 0, 0; 0, 1, 0, 0; 0, 0, -1, 0; 0, 0, 0, -1]
```

The uniform state is $\psi=\tfrac12(1,1,1,1)$.

```lean
/-- The uniform state on the four sites. -/
def ringψ : EuclideanSpace ℂ (Fin 4) := WithLp.toLp 2 fun _ => 1 / 2
```

Its twist is $W\psi=\tfrac12(1,1,-1,-1)$, with overlap $\tfrac14(1+1-1-1)=0$. For a unit vector $\varphi$, with site indices taken modulo 4,

$$E(\varphi)+2=\sum_{a=0}^{3}|\varphi_a-\varphi_{a+1}|^2\ge0 ,$$

and $E(\psi)=-2$, so $\psi$ is a ground state. These are the hypotheses that `ring_witness` establishes.

The numbers follow by hand. The levels are $-2,0,0,2$, so the gap is 2. Since $\|T\|=1$, the two bounds are $2(1-\cos\pi)=4$ and $\pi^2\approx9.87$. Here $W^*=W$ and $E(W\psi)=0$, so the trial state itself gives the exact gap. The factor of two is lost in replacing $|\tau|=\tfrac12$ by $\|T\|=1$.

```lean
/-- One particle on a four-site ring: the sign change is a twist by `π` and takes the uniform
state, which is a ground state, to an orthogonal state. -/
theorem ring_witness : IsSelfAdjoint (op ringH) ∧
    IsTwist (op ringH) (op ringT) (op ringW) Real.pi ∧
    IsGroundState (hamiltonian (op ringH) (op ringT)) ringψ ∧
    inner ℂ ringψ (op ringW ringψ) = 0 := by
  have hs : ∀ M, star (op M) = op (star M) := fun M =>
    (map_star (Matrix.toEuclideanCLM (n := Fin 4) (𝕜 := ℂ)) M).symm
  have hm : ∀ M N, op M * op N = op (M * N) := fun M N => (map_mul _ M N).symm
  have h1 : op 1 = 1 := map_one _
  obtain ⟨sH, sW, WW, WH, WTW⟩ : star ringH = ringH ∧ star ringW = ringW ∧
      ringW * ringW = 1 ∧ ringW * ringH = ringH * ringW ∧ ringW * ringT * ringW = -ringT := by
    refine ⟨?_, ?_, ?_, ?_, ?_⟩ <;> ext i j <;> fin_cases i <;> fin_cases j <;>
      simp [ringH, ringT, ringW, Matrix.star_apply, Matrix.mul_apply, Fin.sum_univ_four]
  have hE : ∀ φ : EuclideanSpace ℂ (Fin 4), energy (hamiltonian (op ringH) (op ringT)) φ =
      -2 * (((φ 0).re + (φ 2).re) * ((φ 1).re + (φ 3).re)
        + ((φ 0).im + (φ 2).im) * ((φ 1).im + (φ 3).im)) := by
    intro φ
    have hK : hamiltonian (op ringH) (op ringT) = op (ringH + ringT + star ringT) := by
      rw [hamiltonian, hs, ← map_add, ← map_add]
    rw [hK, energy, PiLp.inner_apply]
    simp only [Matrix.ofLp_toEuclideanCLM]
    simp [Fin.sum_univ_four, ringH, ringT, Matrix.mulVec, dotProduct, Matrix.star_apply]
    ring
  refine ⟨by rw [isSelfAdjoint_iff, hs, sH], ⟨?_, ?_, ?_⟩, ⟨?_, fun φ hφ => ?_⟩, ?_⟩
  · have h : star (op ringW) * op ringW = 1 ∧ op ringW * star (op ringW) = 1 := by
      rw [hs, sW, hm, WW, h1]
      exact ⟨rfl, rfl⟩
    exact h
  · change op ringW * op ringH = op ringH * op ringW
    rw [hm, hm, WH]
  · rw [hs, sW, hm, hm, WTW, Complex.exp_pi_mul_I]
    exact (map_neg (Matrix.toEuclideanCLM (n := Fin 4) (𝕜 := ℂ)) _).trans
      (neg_one_smul ℂ _).symm
  · have h : ‖ringψ‖ ^ 2 = 1 := by
      rw [EuclideanSpace.norm_sq_eq]
      norm_num [Fin.sum_univ_four, ringψ]
    exact (pow_eq_one_iff_of_nonneg (norm_nonneg _) two_ne_zero).1 h
  · have h := EuclideanSpace.norm_sq_eq φ
    simp only [hφ, Fin.sum_univ_four, Complex.sq_norm, Complex.normSq_apply] at h
    have hψ : energy (hamiltonian (op ringH) (op ringT)) ringψ = -2 := by
      rw [hE]
      norm_num [ringψ]
    rw [hψ, hE]
    -- the energy above -2 is a sum of squared differences along the bonds
    nlinarith [sq_nonneg ((φ 0).re - (φ 1).re), sq_nonneg ((φ 1).re - (φ 2).re),
      sq_nonneg ((φ 2).re - (φ 3).re), sq_nonneg ((φ 3).re - (φ 0).re),
      sq_nonneg ((φ 0).im - (φ 1).im), sq_nonneg ((φ 1).im - (φ 2).im),
      sq_nonneg ((φ 2).im - (φ 3).im), sq_nonneg ((φ 3).im - (φ 0).im)]
  · rw [PiLp.inner_apply]
    simp only [Matrix.ofLp_toEuclideanCLM]
    simp [Fin.sum_univ_four, ringW, ringψ, Matrix.mulVec, dotProduct]

end

end LSMGapBound
```

```lean
#print axioms LSMGapBound.lieb_schultz_mattis_gap
-- 'LSMGapBound.lieb_schultz_mattis_gap' depends on axioms: [propext, Classical.choice, Quot.sound]
```
